# Long-wave limit and Christoffel bound for a crystal of central springs

Set the atomic mass and the cell volume to 1. For a harmonic crystal with one atom per cell and finitely many unstressed central springs per atom, all of nonnegative stiffness, the dynamical matrix at wavevector \(tk\), divided by \(t^2\), tends to the Christoffel matrix of the elastic tensor as \(t\to0\). For every nonzero \(t\), that matrix also bounds it from above in the Loewner order. Within this one-atom-per-cell spring model, the result links phonon calculations at small wavevector to elastic constants.

Bonds are labelled by a finite type `ι` and Cartesian components by a finite type `n`. Bond \(b\) has vector \(r_b\) and constant \(c_b\).

In Lean 4 with Mathlib:

```lean
import Mathlib

open Matrix Filter Topology

namespace LongWaveLatticeDynamics

noncomputable section

variable {ι n : Type*} [Fintype ι] [Fintype n]
```

For weights \(w_b\), `bondSum r w` is \(B(w)=\sum_b w_b\,r_br_b^T\).

```lean
/-- The sum of the bond dyads `r rᵀ`, each with its own weight. -/
def bondSum (r : ι → n → ℝ) (w : ι → ℝ) : Matrix n n ℝ :=
  ∑ b, w b • vecMulVec (r b) (r b)
```

The dynamical matrix \(D(k)\) has weights \(c_b(1-\cos k\cdot r_b)\). If the sum runs over all neighbours, both \(r\) and \(-r\), a spring of stiffness \(K_b\) that has its natural length in the undisplaced crystal has \(c_b=K_b/|r_b|^2\). The atomic mass is left out.

```lean
/-- The dynamical matrix `D(k) = ∑ c (1 - cos (k·r)) r rᵀ` of a lattice with bond vectors `r` and
bond constants `c`, with the atomic mass left out. -/
def dynamicalMatrix (c : ι → ℝ) (r : ι → n → ℝ) (k : n → ℝ) : Matrix n n ℝ :=
  bondSum r fun b => c b * (1 - Real.cos (k ⬝ᵥ r b))
```

The elastic tensor is \(C_{ijlm}=\tfrac12\sum_b c_b r_{b,i}r_{b,j}r_{b,l}r_{b,m}\), with the cell volume set to 1.

```lean
/-- The elastic tensor `C_ijlm = (1/2) ∑ c r_i r_j r_l r_m` of the bonds. -/
def elasticTensor (c : ι → ℝ) (r : ι → n → ℝ) (i j l m : n) : ℝ :=
  (1 / 2) * ∑ b, c b * r b i * r b j * r b l * r b m
```

The Christoffel matrix is the contraction \(\Gamma(k)_{ij}=\sum_{l,m}C_{iljm}k_lk_m\).

```lean
/-- The Christoffel matrix `Γ(k)_ij = ∑ C_iljm k_l k_m` of the elastic tensor. -/
def christoffel (c : ι → ℝ) (r : ι → n → ℝ) (k : n → ℝ) : Matrix n n ℝ :=
  Matrix.of fun i j => ∑ l, ∑ m, elasticTensor c r i l j m * k l * k m
```

(a) Show that the middle indices of the elastic tensor can be exchanged:
\[C_{ijlm}=C_{iljm}.\]

In each bond's term the factors \(r_{b,j}\) and \(r_{b,l}\) commute.

```lean
omit [Fintype n] in
/-- The Cauchy relation: the elastic tensor of central bonds is unchanged when its two middle
indices are exchanged. -/
theorem cauchy_relation (c : ι → ℝ) (r : ι → n → ℝ) (i j l m : n) :
    elasticTensor c r i j l m = elasticTensor c r i l j m := by
  unfold elasticTensor
  congr 1
  exact Finset.sum_congr rfl fun b _ => by ring
```

(b) Find the entries of a bond sum:
\[B(w)_{ij}=\sum_b w_b\,r_{b,i}r_{b,j}.\]

The dyad \(r_br_b^T\) has entries \(r_{b,i}r_{b,j}\); add them with their weights.

```lean
omit [Fintype n] in
private lemma bondSum_apply (r : ι → n → ℝ) (w : ι → ℝ) (i j : n) :
    bondSum r w i j = ∑ b, w b * (r b i * r b j) := by
  simp [bondSum, Matrix.sum_apply, vecMulVec_apply]
```

(c) Expand the square of a scalar product:
\[(u\cdot v)^2=\sum_{i,j}(u_iv_i)(u_jv_j).\]

Multiply two copies of \(\sum_i u_iv_i\).

```lean
private lemma dot_sq (u v : n → ℝ) :
    (u ⬝ᵥ v) ^ 2 = ∑ i, ∑ j, (u i * v i) * (u j * v j) := by
  simp only [dotProduct, sq]
  rw [Finset.sum_mul_sum]
```

(d) For any real vector \(u\), not necessarily normalised, show that
\[u\cdot B(w)u=\sum_b w_b(u\cdot r_b)^2.\]

By (b), the left side is \(\sum_{i,j}\sum_b u_iw_br_{b,i}r_{b,j}u_j\). Move the bond sum outside (`Finset.sum_comm`) and apply (c).

```lean
/-- The quadratic form of a weighted sum of bond dyads is the weighted sum of the squared scalar
products of `u` with the bond vectors. -/
theorem bondSum_form (r : ι → n → ℝ) (w : ι → ℝ) (u : n → ℝ) :
    u ⬝ᵥ bondSum r w *ᵥ u = ∑ b, w b * (u ⬝ᵥ r b) ^ 2 := by
  have h : ∀ b, w b * (u ⬝ᵥ r b) ^ 2
      = ∑ i, ∑ j, u i * (w b * (r b i * r b j) * u j) := by
    intro b
    rw [dot_sq, Finset.mul_sum]
    refine Finset.sum_congr rfl fun i _ => ?_
    rw [Finset.mul_sum]
    exact Finset.sum_congr rfl fun j _ => by ring
  rw [Finset.sum_congr rfl fun b _ => h b, Finset.sum_comm]
  simp only [dotProduct, Matrix.mulVec, bondSum_apply, Finset.sum_mul, Finset.mul_sum]
  exact Finset.sum_congr rfl fun i _ => Finset.sum_comm
```

(e) Write the Christoffel matrix as a bond sum:
\[\Gamma(k)=\sum_b \frac{c_b(k\cdot r_b)^2}{2}\,r_br_b^T.\]

Inserting the tensor gives
\[\Gamma(k)_{ij}=\tfrac12\sum_b c_br_{b,i}r_{b,j}\sum_{l,m}(k_lr_{b,l})(k_mr_{b,m}),\]
and by (c) the inner sum is \((k\cdot r_b)^2\).

```lean
/-- The Christoffel matrix is the sum of the bond dyads with weights `c (k·r)² / 2`. -/
theorem christoffel_eq_bondSum (c : ι → ℝ) (r : ι → n → ℝ) (k : n → ℝ) :
    christoffel c r k = bondSum r fun b => c b * ((k ⬝ᵥ r b) ^ 2 / 2) := by
  ext i j
  rw [bondSum_apply]
  have h : ∀ b, c b * ((k ⬝ᵥ r b) ^ 2 / 2) * (r b i * r b j)
      = ∑ l, ∑ m, 1 / 2 * (c b * r b i * r b l * r b j * r b m) * k l * k m := by
    intro b
    rw [show c b * ((k ⬝ᵥ r b) ^ 2 / 2) * (r b i * r b j)
      = (c b / 2 * r b i * r b j) * (k ⬝ᵥ r b) ^ 2 by ring, dot_sq, Finset.mul_sum]
    refine Finset.sum_congr rfl fun l _ => ?_
    rw [Finset.mul_sum]
    exact Finset.sum_congr rfl fun m _ => by ring
  rw [Finset.sum_congr rfl fun b _ => h b, Finset.sum_comm]
  simp only [christoffel, elasticTensor, Matrix.of_apply, Finset.mul_sum, Finset.sum_mul]
  exact Finset.sum_congr rfl fun l _ => Finset.sum_comm
```

(f) Find the limit for one bond, with \(t\to0\) through nonzero values (`𝓝[≠] 0`):
\[\frac{1-\cos(ta)}{t^2}\to\frac{a^2}{2}.\]

The half-angle formula turns the quotient into \(2\bigl(\sin(ta/2)/t\bigr)^2\). The bracket is the difference quotient of \(\sin(ta/2)\) at the origin and tends to \(a/2\), so the limit is \(2(a/2)^2\).

```lean
/-- The long-wave limit for one bond: `(1 - cos (t a)) / t²` tends to `a² / 2` as `t → 0`. -/
theorem tendsto_one_sub_cos (a : ℝ) :
    Tendsto (fun t : ℝ => (t ^ 2)⁻¹ * (1 - Real.cos (t * a))) (𝓝[≠] 0) (𝓝 (a ^ 2 / 2)) := by
  -- the slope of `sin (t a / 2)` at the origin is `a / 2`
  have h : HasDerivAt (fun t : ℝ => Real.sin (t * (a / 2))) (a / 2) 0 :=
    (hasDerivAt_mul_const (a / 2)).sin.congr_deriv (by simp)
  have h2 := ((hasDerivAt_iff_tendsto_slope_zero.mp h).pow 2).const_mul 2
  rw [show a ^ 2 / 2 = 2 * (a / 2) ^ 2 by ring]
  refine h2.congr fun t => ?_
  have hc : Real.cos (t * a) = 1 - 2 * Real.sin (t * (a / 2)) ^ 2 := by
    rw [show t * a = 2 * (t * (a / 2)) by ring, Real.cos_two_mul, Real.cos_sq']
    ring
  rw [hc]
  simp only [smul_eq_mul, zero_add, zero_mul, Real.sin_zero, sub_zero]
  ring
```

(g) For \(x\ne0\), prove the strict inequality
\[1-\cos x<\frac{x^2}{2}.\]

Put \(y=|x|/2>0\). The sides are \(2\sin^2y\) and \(2y^2\). We have \(\sin y<y\). Also \(\sin y>-y\): for \(y\le\pi\) the sine is nonnegative, and for \(y>\pi\) it is at least \(-1>-y\). Hence \((y-\sin y)(y+\sin y)>0\), the product supplied to `nlinarith`.

```lean
private lemma one_sub_cos_lt {x : ℝ} (hx : x ≠ 0) : 1 - Real.cos x < x ^ 2 / 2 := by
  obtain ⟨y, hy⟩ : ∃ y, y = |x| / 2 := ⟨_, rfl⟩
  have hy0 : 0 < y := by rw [hy]; have := abs_pos.mpr hx; linarith
  have h1 : Real.sin y < y := Real.sin_lt hy0
  have h2 : -y < Real.sin y := by
    by_cases hp : y ≤ Real.pi
    · linarith [Real.sin_nonneg_of_nonneg_of_le_pi hy0.le hp]
    · linarith [Real.pi_gt_three, Real.neg_one_le_sin y, not_le.mp hp]
  have hc : Real.cos x = 1 - 2 * Real.sin y ^ 2 := by
    rw [← Real.cos_abs, show |x| = 2 * y by rw [hy]; ring, Real.cos_two_mul, Real.cos_sq']
    ring
  have hx2 : x ^ 2 = 4 * y ^ 2 := by rw [← sq_abs, hy]; ring
  rw [hc, hx2]
  nlinarith [mul_pos (sub_pos.mpr h1) (by linarith : 0 < y + Real.sin y)]
```

(h) Extend this to every real \(x\):
\[1-\cos x\le\frac{x^2}{2}.\]

At \(x=0\) both sides vanish; otherwise use (g).

```lean
private lemma one_sub_cos_le (x : ℝ) : 1 - Real.cos x ≤ x ^ 2 / 2 := by
  by_cases hx : x = 0
  · simp [hx]
  · exact (one_sub_cos_lt hx).le
```

(i) Write the lattice quadratic form bond by bond:
\[u\cdot D(tk)u=\sum_b c_b\bigl(1-\cos(t\,k\cdot r_b)\bigr)(u\cdot r_b)^2.\]

Use (d) with the weights of \(D(tk)\).

```lean
private lemma dyn_form (c : ι → ℝ) (r : ι → n → ℝ) (k u : n → ℝ) (t : ℝ) :
    u ⬝ᵥ dynamicalMatrix c r (t • k) *ᵥ u
      = ∑ b, c b * (1 - Real.cos (t * (k ⬝ᵥ r b))) * (u ⬝ᵥ r b) ^ 2 := by
  simp only [dynamicalMatrix, bondSum_form, smul_dotProduct, smul_eq_mul]
```

(j) For \(c\ge0\) and real \(t,a,p\), show that
\[c\,(1-\cos ta)\,p^2\le t^2\,\frac{c\,a^2}{2}\,p^2.\]

Multiply (h) at \(x=ta\) by \(cp^2\ge0\).

```lean
private lemma term_le {c : ℝ} (hc : 0 ≤ c) (t a p : ℝ) :
    c * (1 - Real.cos (t * a)) * p ^ 2 ≤ t ^ 2 * (c * (a ^ 2 / 2) * p ^ 2) := by
  have h := mul_le_mul_of_nonneg_left (one_sub_cos_le (t * a)) (mul_nonneg hc (sq_nonneg p))
  calc c * (1 - Real.cos (t * a)) * p ^ 2 = c * p ^ 2 * (1 - Real.cos (t * a)) := by ring
    _ ≤ c * p ^ 2 * ((t * a) ^ 2 / 2) := h
    _ = t ^ 2 * (c * (a ^ 2 / 2) * p ^ 2) := by ring
```

(k) Let all \(c_b\ge0\), so that no spring lowers its energy when stretched. Compare the two forms:
\[u\cdot D(tk)u\le t^2\,u\cdot\Gamma(k)u.\]

Sum (j) over bonds with \(a=k\cdot r_b\) and \(p=u\cdot r_b\). The sides are identified by (i), and by (d) with (e).

```lean
private lemma form_le {c : ι → ℝ} (hc : ∀ b, 0 ≤ c b) (r : ι → n → ℝ) (k u : n → ℝ) (t : ℝ) :
    u ⬝ᵥ dynamicalMatrix c r (t • k) *ᵥ u ≤ t ^ 2 * (u ⬝ᵥ christoffel c r k *ᵥ u) := by
  rw [dyn_form, christoffel_eq_bondSum, bondSum_form, Finset.mul_sum]
  exact Finset.sum_le_sum fun b _ => term_le (hc b) t _ _
```

(l) With all \(c_b\ge0\), prove the limit and the Loewner bound:
\[\frac{D(tk)}{t^2}\to\Gamma(k),\qquad t^2\Gamma(k)-D(tk)\succeq0\quad\text{for all real }t.\]

For the limit, multiply (f) at \(a=k\cdot r_b\) by \(c_br_br_b^T\), sum over the finitely many bonds and use (e). For the bound, the difference is symmetric, being built from dyads, and its quadratic form is nonnegative by (k). These are the two requirements of `PosSemidef`. For \(t\ne0\), dividing by \(t^2\) gives \(D(tk)/t^2\preceq\Gamma(k)\).

```lean
/-- Long-wave limit of lattice dynamics for nonnegative bond constants: `D(t k) / t²` tends to the
Christoffel matrix `Γ(k)` as `t → 0`, and `D(t k) ≤ t² Γ(k)` in the Loewner order for every `t`. -/
theorem long_wave_limit {c : ι → ℝ} (hc : ∀ b, 0 ≤ c b) (r : ι → n → ℝ) (k : n → ℝ) :
    Tendsto (fun t : ℝ => (t ^ 2)⁻¹ • dynamicalMatrix c r (t • k)) (𝓝[≠] 0)
      (𝓝 (christoffel c r k)) ∧
    ∀ t : ℝ, (t ^ 2 • christoffel c r k - dynamicalMatrix c r (t • k)).PosSemidef := by
  constructor
  · -- the limit is taken bond by bond
    rw [christoffel_eq_bondSum]
    unfold bondSum
    have h := tendsto_finsetSum Finset.univ fun b _ =>
      ((tendsto_one_sub_cos (k ⬝ᵥ r b)).const_mul (c b)).smul_const (vecMulVec (r b) (r b))
    refine h.congr fun t => ?_
    simp only [dynamicalMatrix, bondSum, Finset.smul_sum, smul_smul, smul_dotProduct, smul_eq_mul]
    exact Finset.sum_congr rfl fun b _ => by congr 1; ring
  · intro t
    have hs : ∀ (w : ι → ℝ) (i j : n), bondSum r w j i = bondSum r w i j := fun w i j => by
      rw [bondSum_apply, bondSum_apply]
      exact Finset.sum_congr rfl fun b _ => by ring
    refine PosSemidef.of_dotProduct_mulVec_nonneg (IsHermitian.ext fun i j => ?_) fun u => ?_
    · rw [christoffel_eq_bondSum, dynamicalMatrix]
      simp only [Matrix.sub_apply, Matrix.smul_apply, star_trivial]
      rw [hs _ i j, hs _ i j]
    · rw [star_trivial, Matrix.sub_mulVec, dotProduct_sub, Matrix.smul_mulVec, dotProduct_smul,
        smul_eq_mul]
      exact sub_nonneg.mpr (form_le hc r k u t)
```

(m) For \(c_b\ge0\) and \(t\ne0\), decide when the bound is attained along \(u\):
\[u\cdot D(tk)u=t^2\,u\cdot\Gamma(k)u\iff u\cdot\Gamma(k)u=0.\]

If the sums agree, (j) forces equality for each bond. Where \(k\cdot r_b\ne0\), (g) then gives \(c_b(u\cdot r_b)^2=0\); where \(k\cdot r_b=0\), the bond contributes nothing to \(\Gamma(k)\). So the continuum form vanishes. Conversely, if it vanishes, the lattice form is at most zero by (k) and at least zero by (i), since \(\cos\le1\).

```lean
/-- For nonnegative bond constants and nonzero `t`, the lattice and continuum quadratic forms agree
along a polarization `u` exactly when the continuum form vanishes there. -/
theorem form_eq_iff {c : ι → ℝ} (hc : ∀ b, 0 ≤ c b) (r : ι → n → ℝ) (k u : n → ℝ)
    {t : ℝ} (ht : t ≠ 0) :
    u ⬝ᵥ dynamicalMatrix c r (t • k) *ᵥ u = t ^ 2 * (u ⬝ᵥ christoffel c r k *ᵥ u) ↔
      u ⬝ᵥ christoffel c r k *ᵥ u = 0 := by
  constructor
  · intro h
    rw [dyn_form, christoffel_eq_bondSum, bondSum_form, Finset.mul_sum] at h
    -- equality of the sums forces equality for every bond
    have hb := (Finset.sum_eq_sum_iff_of_le fun b _ => term_le (hc b) t _ _).mp h
    rw [christoffel_eq_bondSum, bondSum_form]
    refine Finset.sum_eq_zero fun b hm => ?_
    have e := hb b hm
    by_cases ha : k ⬝ᵥ r b = 0
    · simp [ha]
    · have hlt := one_sub_cos_lt (mul_ne_zero ht ha)
      have e' : (c b * (u ⬝ᵥ r b) ^ 2) *
          ((t * (k ⬝ᵥ r b)) ^ 2 / 2 - (1 - Real.cos (t * (k ⬝ᵥ r b)))) = 0 := by
        linear_combination -e
      have e2 := (mul_eq_zero.mp e').resolve_right (sub_pos.mpr hlt).ne'
      linear_combination ((k ⬝ᵥ r b) ^ 2 / 2) * e2
  · intro h
    have h1 := form_le hc r k u t
    have h2 : 0 ≤ u ⬝ᵥ dynamicalMatrix c r (t • k) *ᵥ u := by
      rw [dyn_form]
      exact Finset.sum_nonneg fun b _ => mul_nonneg
        (mul_nonneg (hc b) (sub_nonneg.mpr (Real.cos_le_one _))) (sq_nonneg _)
    rw [h, mul_zero] at h1 ⊢
    exact le_antisymm h1 h2
```

(n) For constants \(c_b\) of any sign, show that no smaller quadratic bound works:
\[u\cdot D(tk)u\le t^2m\ \text{ for all }t\ne0\quad\Longrightarrow\quad u\cdot\Gamma(k)u\le m.\]

Divide by \(t^2>0\) and let \(t\to0\). By (i) and (f) the left side tends to \(u\cdot\Gamma(k)u\), and the limit preserves the inequality (`le_of_tendsto`).

```lean
/-- For bond constants of any sign, a number `m` with `u·D(t k)u ≤ t² m` for all nonzero `t` is at
least `u·Γ(k)u`. -/
theorem christoffel_form_le_of_bound (c : ι → ℝ) (r : ι → n → ℝ) (k u : n → ℝ) (m : ℝ)
    (h : ∀ t : ℝ, t ≠ 0 → u ⬝ᵥ dynamicalMatrix c r (t • k) *ᵥ u ≤ t ^ 2 * m) :
    u ⬝ᵥ christoffel c r k *ᵥ u ≤ m := by
  rw [christoffel_eq_bondSum, bondSum_form]
  have hl := tendsto_finsetSum Finset.univ fun b _ =>
    ((tendsto_one_sub_cos (k ⬝ᵥ r b)).const_mul (c b)).mul_const ((u ⬝ᵥ r b) ^ 2)
  refine le_of_tendsto hl ?_
  filter_upwards [self_mem_nhdsWithin] with t ht
  have ht0 : t ≠ 0 := ht
  have hpos : 0 < t ^ 2 := by positivity
  have e : ∑ b, c b * ((t ^ 2)⁻¹ * (1 - Real.cos (t * (k ⬝ᵥ r b)))) * (u ⬝ᵥ r b) ^ 2
      = (t ^ 2)⁻¹ * (u ⬝ᵥ dynamicalMatrix c r (t • k) *ᵥ u) := by
    rw [dyn_form, Finset.mul_sum]
    exact Finset.sum_congr rfl fun b _ => by ring
  rw [e, inv_mul_le_iff₀ hpos]
  exact h t ht0

end

end LongWaveLatticeDynamics
```

```lean
#print axioms LongWaveLatticeDynamics.cauchy_relation
#print axioms LongWaveLatticeDynamics.long_wave_limit
#print axioms LongWaveLatticeDynamics.form_eq_iff
#print axioms LongWaveLatticeDynamics.christoffel_form_le_of_bound
```

```
'LongWaveLatticeDynamics.cauchy_relation' depends on axioms: [propext, Classical.choice, Quot.sound]
'LongWaveLatticeDynamics.long_wave_limit' depends on axioms: [propext, Classical.choice, Quot.sound]
'LongWaveLatticeDynamics.form_eq_iff' depends on axioms: [propext, Classical.choice, Quot.sound]
'LongWaveLatticeDynamics.christoffel_form_le_of_bound' depends on axioms: [propext, Classical.choice, Quot.sound]
```
